# For a partial wave linearly independent of its energy derivative, the overlap condition number at energies $e$ and $e+d$ grows as $d^{-2}$ when $d\to0$

A partial wave is modelled here as a vector $\varphi(e)$ in a real inner-product space, which depends on a real energy $e$ measured in a fixed unit. The inner product can stand for the radial overlap integral over the augmentation sphere, in one angular-momentum channel of the projector augmented-wave (PAW) method. Differentiability in energy is assumed, not derived from a radial equation.

For two waves in one channel, the result says how the overlap matrix degrades as their reference energies approach each other.

## The overlap matrix and its eigenvalues

```lean
import Mathlib

open Filter Topology

namespace PartialWaveConditioning

noncomputable section

variable {V : Type*} [NormedAddCommGroup V] [InnerProductSpace ℝ V]
```

`V` is the space of waves. It may be infinite-dimensional and need not be complete.

```lean
/-- The overlap matrix of two partial waves `u` and `v`. -/
def overlap (u v : V) : Matrix (Fin 2) (Fin 2) ℝ :=
  !![inner ℝ u u, inner ℝ u v; inner ℝ v u, inner ℝ v v]
```

This is $S(u,v)$, the matrix of inner products of $u$ and $v$. The waves need not be normalised.

```lean
/-- The larger root of the secular equation of a real symmetric 2 by 2 matrix. -/
def eigMax (S : Matrix (Fin 2) (Fin 2) ℝ) : ℝ :=
  (S.trace + √(S.trace ^ 2 - 4 * S.det)) / 2
```

With trace $T$ and determinant $D$, this is $\lambda_+=\tfrac12\left(T+\sqrt{T^2-4D}\right)$.

```lean
/-- The smaller root of the secular equation of a real symmetric 2 by 2 matrix. -/
def eigMin (S : Matrix (Fin 2) (Fin 2) ℝ) : ℝ :=
  (S.trace - √(S.trace ^ 2 - 4 * S.det)) / 2
```

This is $\lambda_-$, with the minus sign. Both are defined by formula; that they are eigenvalues is proved below.

```lean
/-- The condition number, the ratio of the largest to the smallest eigenvalue, of a real
symmetric 2 by 2 matrix with positive eigenvalues. -/
def cond (S : Matrix (Fin 2) (Fin 2) ℝ) : ℝ := eigMax S / eigMin S
```

The condition number is $\kappa=\lambda_+/\lambda_-$.

```lean
/-- The divided difference of the partial waves at energies `e` and `e + d`, for `d ≠ 0`. -/
def dividedDiff (φ : ℝ → V) (e d : ℝ) : V := d⁻¹ • (φ (e + d) - φ e)
```

This is $q_d=(\varphi(e+d)-\varphi(e))/d$.

```lean
lemma overlap_trace (u v : V) :
    (overlap u v).trace = inner ℝ u u + inner ℝ v v := by
  rw [Matrix.trace_fin_two]
  rfl
```

The trace is $T=\langle u,u\rangle+\langle v,v\rangle$.

```lean
lemma overlap_det (u v : V) :
    (overlap u v).det = inner ℝ u u * inner ℝ v v - inner ℝ u v ^ 2 := by
  rw [overlap, Matrix.det_fin_two_of, real_inner_comm u v]
  ring
```

The determinant is $D=\langle u,u\rangle\langle v,v\rangle-\langle u,v\rangle^2$, the Gram determinant.

```lean
lemma sq_sqrt_disc (u v : V) :
    √((overlap u v).trace ^ 2 - 4 * (overlap u v).det) ^ 2
      = (overlap u v).trace ^ 2 - 4 * (overlap u v).det := by
  apply Real.sq_sqrt
  rw [overlap_trace, overlap_det]
  nlinarith [sq_nonneg (inner ℝ u u - inner ℝ v v : ℝ), sq_nonneg (inner ℝ u v : ℝ)]
```

The square root squares back to $T^2-4D$, because $T^2-4D=(\langle u,u\rangle-\langle v,v\rangle)^2+4\langle u,v\rangle^2\ge 0$.

```lean
/-- The characteristic determinant of the overlap matrix factorises with the roots `eigMax`
and `eigMin`, which are therefore its eigenvalues, and `eigMin` is at most `eigMax`. -/
theorem secular_factorisation (u v : V) :
    (∀ x : ℝ, (x • (1 : Matrix (Fin 2) (Fin 2) ℝ) - overlap u v).det
      = (x - eigMax (overlap u v)) * (x - eigMin (overlap u v))) ∧
    eigMin (overlap u v) ≤ eigMax (overlap u v) := by
  constructor
  · intro x
    have hx : ∀ M : Matrix (Fin 2) (Fin 2) ℝ,
        (x • (1 : Matrix (Fin 2) (Fin 2) ℝ) - M).det = x ^ 2 - M.trace * x + M.det := by
      intro M
      simp [Matrix.det_fin_two, Matrix.trace_fin_two]
      ring
    rw [hx, eigMax, eigMin]
    linear_combination (1 / 4) * sq_sqrt_disc u v
  · unfold eigMin eigMax
    linarith [Real.sqrt_nonneg ((overlap u v).trace ^ 2 - 4 * (overlap u v).det)]
```

By hand, $\det(xI-S)=x^2-Tx+D=(x-\lambda_+)(x-\lambda_-)$, so $\lambda_\pm$ are the eigenvalues, and $\lambda_-\le\lambda_+$. In Lean, `hx` is the first equality, and `linear_combination` obtains the second from the previous lemma.

```lean
lemma eigMax_mul_eigMin (u v : V) :
    eigMax (overlap u v) * eigMin (overlap u v) = (overlap u v).det := by
  unfold eigMax eigMin
  linear_combination (-1 / 4) * sq_sqrt_disc u v
```

The product of the eigenvalues is $\lambda_+\lambda_-=D$.

## When the determinant is positive

```lean
/-- If the overlap determinant of two partial waves is positive, so is the smaller eigenvalue
of their overlap matrix. -/
theorem eigMin_pos {u v : V} (h : 0 < (overlap u v).det) : 0 < eigMin (overlap u v) := by
  have hmax : 0 ≤ eigMax (overlap u v) := by
    have hu : (0 : ℝ) ≤ inner ℝ u u := real_inner_self_nonneg
    have hv : (0 : ℝ) ≤ inner ℝ v v := real_inner_self_nonneg
    unfold eigMax
    rw [overlap_trace]
    positivity
  by_contra hn
  have hn' : 0 ≤ -eigMin (overlap u v) := by linarith [not_lt.1 hn]
  nlinarith [mul_nonneg hmax hn', eigMax_mul_eigMin u v]
```

Since $T\ge0$, also $\lambda_+\ge0$. If $\lambda_-$ were not positive, then $D=\lambda_+\lambda_-\le0$, against the hypothesis $D>0$. `by_contra` starts this argument and `nlinarith` finds the contradiction.

```lean
/-- Linearly independent partial waves have a positive overlap determinant. -/
theorem overlap_det_pos {u v : V} (h : LinearIndependent ℝ ![u, v]) :
    0 < (overlap u v).det := by
  rw [LinearIndependent.pair_iff] at h
  have hu : u ≠ 0 := fun h0 => one_ne_zero (h 1 0 (by simp [h0])).1
  have ha : (0 : ℝ) < inner ℝ u u := real_inner_self_pos.2 hu
  -- the part of `v` orthogonal to `u`, scaled by the norm square of `u`
  have hw : (-(inner ℝ u v : ℝ)) • u + (inner ℝ u u : ℝ) • v ≠ 0 :=
    fun h0 => ha.ne' (h _ _ h0).2
  have hp := real_inner_self_pos.2 hw
  have key : inner ℝ ((-(inner ℝ u v : ℝ)) • u + (inner ℝ u u : ℝ) • v)
      ((-(inner ℝ u v : ℝ)) • u + (inner ℝ u u : ℝ) • v)
      = inner ℝ u u * (overlap u v).det := by
    rw [overlap_det]
    simp only [inner_add_left, inner_add_right, real_inner_smul_left, real_inner_smul_right]
    rw [real_inner_comm u v]
    ring
  rw [key] at hp
  exact (mul_pos_iff_of_pos_left ha).1 hp
```

`![u, v]` is the list of the two waves. Write $a=\langle u,u\rangle$, $b=\langle v,v\rangle$, $c=\langle u,v\rangle$. Independence gives $a>0$ and $-cu+av\neq0$, so

$$0<\|-cu+av\|^2=ac^2-2ac^2+a^2b=a(ab-c^2)=aD.$$

Dividing by $a$ gives $D>0$. The displayed identity is `key`.

```lean
/-- Displacing a partial wave `u` by `d` times `w` gives a pair whose overlap determinant is
`d ^ 2` times that of `u` and `w`. -/
theorem overlap_det_shear (u w : V) (d : ℝ) :
    (overlap u (u + d • w)).det = d ^ 2 * (overlap u w).det := by
  rw [overlap_det, overlap_det]
  simp only [inner_add_left, inner_add_right, real_inner_smul_left, real_inner_smul_right]
  rw [real_inner_comm u w]
  ring
```

Now let $b=\langle w,w\rangle$ and $c=\langle u,w\rangle$. Then

$$a(a+2dc+d^2b)-(a+dc)^2=d^2(ab-c^2).$$

The code expands the inner products, and `ring` checks the algebra.

## Letting the energies approach each other

```lean
lemma continuous_det (u : V) : Continuous fun v : V => (overlap u v).det := by
  simp only [overlap_det]
  fun_prop
```

For fixed $u$, the determinant is continuous in $v$, being built from inner products by sums and products.

```lean
lemma continuous_eigMax (u : V) : Continuous fun v : V => eigMax (overlap u v) := by
  simp only [eigMax, overlap_det, overlap_trace]
  fun_prop
```

So is $\lambda_+$, since the square root is continuous.

```lean
lemma continuous_eigMin (u : V) : Continuous fun v : V => eigMin (overlap u v) := by
  simp only [eigMin, overlap_det, overlap_trace]
  fun_prop
```

The same holds for $\lambda_-$.

```lean
lemma eigMax_self (u : V) : eigMax (overlap u u) = 2 * ‖u‖ ^ 2 := by
  rw [eigMax, overlap_trace, overlap_det, real_inner_self_eq_norm_sq]
  have h : (‖u‖ ^ 2 + ‖u‖ ^ 2) ^ 2 - 4 * (‖u‖ ^ 2 * ‖u‖ ^ 2 - (‖u‖ ^ 2) ^ 2)
      = (2 * ‖u‖ ^ 2) ^ 2 := by ring
  rw [h, Real.sqrt_sq (by positivity)]
  ring
```

For two coinciding waves $T=2\|u\|^2$ and $D=0$, hence $\lambda_+=2\|u\|^2$.

```lean
variable {φ : ℝ → V} {φ' : V} {e : ℝ}

/-- For partial waves differentiable in the energy at `e`, the overlap determinant at energies
`e` and `e + d`, divided by `d ^ 2`, tends to the Gram determinant of the wave and its energy
derivative. -/
theorem tendsto_det_div_sq (h : HasDerivAt φ φ' e) :
    Tendsto (fun d => (overlap (φ e) (φ (e + d))).det / d ^ 2) (𝓝[≠] 0)
      (𝓝 (overlap (φ e) φ').det) := by
  have hs : Tendsto (dividedDiff φ e) (𝓝[≠] 0) (𝓝 φ') := h.tendsto_slope_zero
  refine (((continuous_det (φ e)).tendsto φ').comp hs).congr' ?_
  filter_upwards [self_mem_nhdsWithin] with d hd
  have hd0 : d ≠ 0 := hd
  have hφ : φ (e + d) = φ e + d • dividedDiff φ e d := by
    rw [dividedDiff, smul_inv_smul₀ hd0, add_sub_cancel]
  rw [Function.comp_apply, hφ, overlap_det_shear, mul_div_cancel_left₀ _ (pow_ne_zero 2 hd0)]
```

`HasDerivAt φ φ' e` says that the vector $\varphi'$ is the derivative of $\varphi$ at $e$. `Tendsto` with `𝓝[≠] 0` is the limit $d\to0$ through nonzero $d$. Let $G=\det S(\varphi(e),\varphi')$. Since $\varphi(e+d)=\varphi(e)+d\,q_d$, the identity for displaced waves gives

$$\frac{\det S(\varphi(e),\varphi(e+d))}{d^2}=\det S(\varphi(e),q_d)\longrightarrow G,$$

because $q_d\to\varphi'$. Independence is not needed here, and $G$ may vanish.

```lean
/-- If the wave and its energy derivative at `e` are linearly independent, then for all small
nonzero `d` both eigenvalues of the overlap matrix at `e` and `e + d` are positive, and `d ^ 2`
times its condition number tends to four times the fourth power of the norm of the wave,
divided by the Gram determinant of the wave and its derivative. -/
theorem tendsto_sq_mul_cond (h : HasDerivAt φ φ' e) (hli : LinearIndependent ℝ ![φ e, φ']) :
    (∀ᶠ d in 𝓝[≠] (0 : ℝ), 0 < eigMin (overlap (φ e) (φ (e + d))) ∧
      0 < eigMax (overlap (φ e) (φ (e + d)))) ∧
    Tendsto (fun d => d ^ 2 * cond (overlap (φ e) (φ (e + d)))) (𝓝[≠] 0)
      (𝓝 (4 * ‖φ e‖ ^ 4 / (overlap (φ e) φ').det)) := by
  have hG := overlap_det_pos hli
  have hdet := tendsto_det_div_sq h
  have hpos : ∀ᶠ d in 𝓝[≠] (0 : ℝ), 0 < eigMin (overlap (φ e) (φ (e + d))) ∧
      0 < eigMax (overlap (φ e) (φ (e + d))) := by
    filter_upwards [hdet.eventually (lt_mem_nhds hG), self_mem_nhdsWithin] with d hq hd
    have hd0 : d ≠ 0 := hd
    have hd2 : 0 < d ^ 2 := by positivity
    have hm := eigMin_pos ((div_pos_iff_of_pos_right hd2).1 hq)
    exact ⟨hm, hm.trans_le (secular_factorisation _ _).2⟩
  refine ⟨hpos, ?_⟩
  -- the larger eigenvalue tends to that of two coinciding waves
  have hshift : Tendsto (fun d : ℝ => e + d) (𝓝[≠] 0) (𝓝 e) :=
    (Continuous.tendsto' (by fun_prop) 0 e (by simp)).mono_left nhdsWithin_le_nhds
  have hmax : Tendsto (fun d => eigMax (overlap (φ e) (φ (e + d)))) (𝓝[≠] 0)
      (𝓝 (2 * ‖φ e‖ ^ 2)) := by
    rw [← eigMax_self]
    exact ((continuous_eigMax (φ e)).tendsto (φ e)).comp (h.continuousAt.tendsto.comp hshift)
  have hlim := (hmax.pow 2).div hdet hG.ne'
  have hval : (2 * ‖φ e‖ ^ 2) ^ 2 = 4 * ‖φ e‖ ^ 4 := by ring
  rw [hval] at hlim
  refine hlim.congr' ?_
  -- the ratio of the eigenvalues is the larger one squared over the determinant
  filter_upwards [hpos, self_mem_nhdsWithin] with d hp hd
  have hd0 : d ≠ 0 := hd
  have h1 := hp.1.ne'
  have h2 := hp.2.ne'
  simp only [Pi.div_apply, cond]
  rw [← eigMax_mul_eigMin]
  field_simp
```

Independence, the hypothesis `hli`, means that to first order a change of energy does more than rescale the wave. It gives $G>0$. Hence $D/d^2$ is positive for all small nonzero $d$ (this is what `∀ᶠ` expresses), and so are both eigenvalues. Then

$$d^2\kappa=d^2\frac{\lambda_+^2}{\lambda_+\lambda_-}=\frac{\lambda_+^2}{D/d^2}\longrightarrow\frac{(2\|\varphi(e)\|^2)^2}{G}=\frac{4\|\varphi(e)\|^4}{G}.$$

The limit $\lambda_+\to2\|\varphi(e)\|^2$ is `hmax`: $\varphi(e+d)\to\varphi(e)$, and $\lambda_+$ is continuous. The final `field_simp` confirms the rewriting of $\kappa$. For a wave normalised at $e$, the limit is $4/G$.

```lean
/-- If the wave and its energy derivative at `e` are linearly independent, the condition number
for the wave and the divided difference tends, as the energy spacing goes to zero, to that for
the wave and its energy derivative. -/
theorem tendsto_cond_dividedDiff (h : HasDerivAt φ φ' e)
    (hli : LinearIndependent ℝ ![φ e, φ']) :
    Tendsto (fun d => cond (overlap (φ e) (dividedDiff φ e d))) (𝓝[≠] 0)
      (𝓝 (cond (overlap (φ e) φ'))) := by
  have hs : Tendsto (dividedDiff φ e) (𝓝[≠] 0) (𝓝 φ') := h.tendsto_slope_zero
  exact (((continuous_eigMax (φ e)).tendsto φ').comp hs).div
    (((continuous_eigMin (φ e)).tendsto φ').comp hs) (eigMin_pos (overlap_det_pos hli)).ne'

end

end PartialWaveConditioning
```

With $q_d$ as the second wave, both eigenvalues converge to those of $S(\varphi(e),\varphi')$, and the smaller limit is positive. The quotient therefore converges to a finite condition number. For $d\ne0$ the pairs $\varphi(e),\varphi(e+d)$ and $\varphi(e),q_d$ span the same space, so the $d^{-2}$ divergence belongs to the choice of basis. The finite limit still depends on the energy unit, which scales $\varphi'$.

```lean
#print axioms PartialWaveConditioning.tendsto_sq_mul_cond
-- 'PartialWaveConditioning.tendsto_sq_mul_cond' depends on axioms: [propext, Classical.choice, Quot.sound]
#print axioms PartialWaveConditioning.tendsto_cond_dividedDiff
-- 'PartialWaveConditioning.tendsto_cond_dividedDiff' depends on axioms: [propext, Classical.choice, Quot.sound]
```
